# The Compton formula and the range of the scattered photon energy

A photon of energy $w$ hits a particle of mass $m$ at rest and leaves with energy $w'$ at an angle $\theta$ to its original direction. Energy-momentum conservation alone does not tie $w'$ to $\theta$: for any choice of the two, the recoil momentum can be defined as whatever balances the books. The failure shows up in the mass of the recoiling particle. With $c=1$, take $m=w=1$, $\theta=\pi/2$, and let the photon keep its energy, $w'=1$. The recoil then has energy $1+1-1=1$ and squared spatial momentum $1+1=2$, so its Minkowski square is $1-2=-1$ and not $m^2=1$; no particle carries such a momentum. Requiring the recoil to have mass $m$ fixes $w'$ as a function of $\theta$ and confines it to $w/(1+2w/m)\le w'\le w$.

## Derivation

Write a four-vector as $p=(p_0,\mathbf p)$ with $p\cdot q=p_0q_0-\langle\mathbf p,\mathbf q\rangle$, where $\langle\,,\rangle$ is the spatial scalar product. The target is $p=(m,0)$, the photons are $k=(w,wn)$ and $k'=(w',w'n')$ with unit vectors $n,n'$ at angle $\theta\in[0,\pi]$, and the recoil is $p'=p+k-k'$.

1. Since $|n|=1$, $k^2=w^2-w^2|n|^2=0$, and likewise $k'^2=0$.
2. Expanding the square, $p'^2=p^2+k^2+k'^2+2p\cdot k-2p\cdot k'-2k\cdot k'=p^2+2(p\cdot k-p\cdot k'-k\cdot k')$.
3. For the target at rest $p^2=m^2$, $p\cdot k=mw$, $p\cdot k'=mw'$, and $k\cdot k'=ww'-ww'\langle n,n'\rangle=ww's$ with $s=1-\cos\theta$. Hence
$$p'^2=m^2+2F,\qquad F=mw-mw'-ww's .$$
4. The recoil is on shell, $p'^2=m^2$, exactly when $F=0$. Dividing by $mww'\neq0$ gives $F/(mww')=1/w'-1/w-s/m$, so $F=0$ is equivalent to
$$\frac1{w'}-\frac1w=\frac{1-\cos\theta}{m}.$$
5. Dividing $F=0$ by $m$ alone gives $w'D=w$ with $D=1+(w/m)s$. As $w/m>0$ and $s\ge0$, $D\ge1$, so $w'=w/D$.
6. From $-1\le\cos\theta\le1$ follows $0\le s\le2$, so $1\le D\le1+2w/m$. Dividing $w>0$ by these three numbers gives $w/(1+2w/m)\le w'\le w$. The recoil energy is $p'_0=m+w-w'\ge m$.
7. The equality $w'=w$ means $D=1$, that is $s=0$, $\cos\theta=1$, $\theta=0$. The equality $w'=w/(1+2w/m)$ means $s=2$, $\cos\theta=-1$, $\theta=\pi$.

In the example above $s=1$ and $D=2$, so $w'=1/2$. The recoil is $(3/2,\;n-n'/2)$ with $n\perp n'$, and its square is $9/4-(1+1/4)=1=m^2$. The formula reads $2-1=1$, and the bounds read $1/3\le1/2\le1$.

## Assumptions built into the definitions

```lean
import Mathlib

open scoped InnerProductSpace
open InnerProductGeometry

namespace ComptonKinematics

noncomputable section

variable {V : Type*} [NormedAddCommGroup V] [InnerProductSpace ℝ V]
```

The space `V` of spatial momenta is any real inner product space, of any dimension. Three dimensions play no role, because only $|n|$, $|n'|$ and $\langle n,n'\rangle$ enter. In dimension one the only angles are $0$ and $\pi$, and the zero space has no unit vector, so there the scattering theorems have no instance.

```lean
/-- Minkowski product of two energy-momentum vectors, with the energy counted positive and
the spatial momenta (in a space `V` of any dimension) counted negative. -/
def mink (p q : ℝ × V) : ℝ := p.1 * q.1 - ⟪p.2, q.2⟫_ℝ
```

A four-vector is a pair in `ℝ × V`, with `p.1` the energy $p_0$ and `p.2` the spatial part $\mathbf p$. The signature counts energy positive, and $c=1$.

```lean
/-- Energy-momentum vector of a target of mass `m` at rest. -/
def atRest (m : ℝ) : ℝ × V := (m, 0)

/-- Energy-momentum vector of a photon of energy `w` moving in the direction `n`. -/
def photon (w : ℝ) (n : V) : ℝ × V := (w, w • n)

/-- Recoil momentum of the target fixed by conservation, `p' = p + k - k'`, for an incoming
photon `(w, n)` and an outgoing photon `(w', n')`. -/
def recoil (m w w' : ℝ) (n n' : V) : ℝ × V := atRest m + photon w n - photon w' n'
```

Conservation is not a hypothesis of any theorem and is not derived from a dynamics. It is the definition of `recoil`, and it describes a final state of exactly one photon and one recoiling particle.

```lean
/-- A momentum is on the mass shell of mass `m` when its Minkowski square is `m²`. -/
def OnShell (m : ℝ) (p : ℝ × V) : Prop := mink p p = m ^ 2
```

`OnShell m p` is $p\cdot p=m^2$ with no condition on the sign of the energy. In the theorems the same `m` appears in `atRest m` and in `OnShell m`, so the collision leaves the rest mass of the target unchanged; a target left in an excited internal state is not covered.

```lean
/-- The Compton energy `w / (1 + (w/m)(1 - cos θ))`. -/
def comptonEnergy (m w θ : ℝ) : ℝ := w / (1 + w / m * (1 - Real.cos θ))
```

This is $w/D$ of step 5, defined for an arbitrary real `θ`; the theorems insert `angle n n'`.

## Unit directions

The hypotheses `hn : ‖n‖ = 1` and `hn' : ‖n'‖ = 1` say that each photon has spatial momentum of size $|w|$ or $|w'|$, which is masslessness. The derivation uses them in step 1 and again in step 3, where $\langle n,n'\rangle$ is replaced by $\cos\theta$.

```lean
/-- A photon moving along a unit vector has vanishing Minkowski square. -/
theorem photon_null (w : ℝ) {n : V} (hn : ‖n‖ = 1) : mink (photon w n) (photon w n) = 0 := by
  simp only [mink, photon, real_inner_smul_left, real_inner_smul_right]
  rw [real_inner_self_eq_norm_sq, hn]
  ring
```

The `simp only` call pulls both factors of $w$ out of the scalar product, `real_inner_self_eq_norm_sq` turns $\langle n,n\rangle$ into $|n|^2$, and `hn` sets it to one. No sign of `w` is needed.

```lean
/-- For null `k` and `k'` and any `p`,
`(p + k - k')² = p² + 2 (p·k - p·k' - k·k')`. -/
theorem mink_sq_add_sub (p k k' : ℝ × V) (hk : mink k k = 0) (hk' : mink k' k' = 0) :
    mink (p + k - k') (p + k - k')
      = mink p p + 2 * (mink p k - mink p k' - mink k k') := by
  have c1 := real_inner_comm p.2 k.2
  have c2 := real_inner_comm p.2 k'.2
  have c3 := real_inner_comm k.2 k'.2
  simp only [mink, Prod.fst_add, Prod.fst_sub, Prod.snd_add, Prod.snd_sub, inner_add_left,
    inner_add_right, inner_sub_left, inner_sub_right] at hk hk' ⊢
  linarith
```

This is step 2, for an arbitrary `p`. The facts `c1`, `c2`, `c3` give the symmetry of the three mixed scalar products. After bilinearity has been expanded in the goal and in `hk`, `hk'`, the goal is a linear consequence of these five equations, with scalar products and products of energies as unknowns, and `linarith` finds it.

Without unit length the formula is false; this counter-example and the later ones are arithmetic on paper, not statements checked in Lean. Take $m=w=1$ and $n'=2n$ with $|n|=1$. The angle is $0$, so the formula asks for $w'=1$. The recoil is then $(1,\;n-2n)=(1,-n)$, of square $0\neq1$.

## Target at rest

```lean
/-- For a target at rest, the Minkowski square of the recoil momentum is
`m² + 2 (m w - m w' - w w' (1 - cos θ))`, with `θ` the angle between the photon directions. -/
theorem recoil_sq (m w w' : ℝ) {n n' : V} (hn : ‖n‖ = 1) (hn' : ‖n'‖ = 1) :
    mink (recoil m w w' n n') (recoil m w w' n n')
      = m ^ 2 + 2 * (m * w - m * w' - w * w' * (1 - Real.cos (angle n n'))) := by
  -- for unit vectors the cosine of the angle is the scalar product
  have hc : Real.cos (angle n n') = ⟪n, n'⟫_ℝ := by
    rw [cos_angle, hn, hn']
    simp
  rw [recoil, mink_sq_add_sub _ _ _ (photon_null w hn) (photon_null w' hn'), hc]
  simp only [mink, atRest, photon, inner_zero_left, real_inner_smul_left,
    real_inner_smul_right]
  ring
```

This is step 3, valid for all real `m`, `w`, `w'`. Mathlib's `angle` is the arccosine of $\langle n,n'\rangle/(|n||n'|)$, and `hc` is the second use of unit length: `cos_angle` gives the quotient and the two norms become one. The rest frame enters through `inner_zero_left`, which removes every scalar product with the vanishing momentum of the target, leaving $m^2$, $mw$ and $mw'$.

For a moving target step 2 survives, and the on-shell condition is $p\cdot k-p\cdot k'=k\cdot k'$, but the upper bound fails. Let $m=4$, $p=(5,-3n)$, $w=1$, $n'=-n$. Then $p\cdot k=8$, $p\cdot k'=2w'$ and $k\cdot k'=2w'$, so $w'=2>w$, with recoil $(4,0)$. The energies and the angle in the theorems are those measured in the frame where the target is initially at rest.

## On-shell recoil and $w'>0$

The mass-shell condition is the one equation that links $w'$ to $\theta$; the opening example shows what is left without it. In the main theorem it is one side of an equivalence.

```lean
/-- Compton formula with its converse: the recoil momentum is on shell exactly when
`1/w' - 1/w = (1 - cos θ)/m`. -/
theorem compton_formula {m w w' : ℝ} (hm : 0 < m) (hw : 0 < w) (hw' : 0 < w') {n n' : V}
    (hn : ‖n‖ = 1) (hn' : ‖n'‖ = 1) :
    OnShell m (recoil m w w' n n') ↔
      1 / w' - 1 / w = (1 - Real.cos (angle n n')) / m := by
  rw [OnShell, recoil_sq m w w' hn hn']
  generalize Real.cos (angle n n') = c
  have hD : m * w * w' ≠ 0 := by positivity
  -- common denominator
  have key : 1 / w' - 1 / w - (1 - c) / m
      = (m * w - m * w' - w * w' * (1 - c)) / (m * w * w') := by
    rw [eq_div_iff hD]
    field_simp
  constructor
  · intro h
    have h0 : m * w - m * w' - w * w' * (1 - c) = 0 := by linarith
    rw [← sub_eq_zero, key, h0, zero_div]
  · intro h
    rw [← sub_eq_zero, key, div_eq_zero_iff] at h
    rcases h with h | h
    · linarith
    · exact absurd h hD
```

In words: for $m,w,w'>0$ and unit directions, the recoil is on shell if and only if $1/w'-1/w=(1-\cos\theta)/m$. The first `rw` turns the left side into $m^2+2F=m^2$. The cosine is replaced by a real variable `c`, since step 4 uses no property of it. The identity `key` is the division by $mww'$. Forwards, `h0` is $F=0$ and the quotient vanishes. Backwards, `div_eq_zero_iff` says that numerator or denominator vanishes, and `hD` excludes the second case.

The three positivity hypotheses serve here only to make $m$, $w$ and $w'$ non-zero, so that the reciprocals can be cleared. The hypothesis `hw'` appears in this theorem alone.

## Positive mass and positive incoming energy

The hypotheses `hm : 0 < m` and `hw : 0 < w` say that the target has a rest frame with positive energy and that a photon really comes in. By hand, step 5 divides by $m$ and uses $w/m>0$ to keep $D$ away from zero (since $0\le s\le2$, any $w/m>-1/2$ would do for that); step 6 uses the same sign to order the denominators, and $w>0$ to reverse the order on dividing.

```lean
/-- The recoil momentum is on shell exactly when the scattered photon energy equals
`w / (1 + (w/m)(1 - cos θ))`. -/
theorem onShell_iff_comptonEnergy {m w : ℝ} (w' : ℝ) (hm : 0 < m) (hw : 0 < w) {n n' : V}
    (hn : ‖n‖ = 1) (hn' : ‖n'‖ = 1) :
    OnShell m (recoil m w w' n n') ↔ w' = comptonEnergy m w (angle n n') := by
  rw [OnShell, recoil_sq m w w' hn hn', comptonEnergy]
  have hc : 0 ≤ 1 - Real.cos (angle n n') := sub_nonneg.mpr (Real.cos_le_one _)
  generalize 1 - Real.cos (angle n n') = s at hc ⊢
  have hD : 1 + w / m * s ≠ 0 := by positivity
  have ha : w / m * m = w := div_mul_cancel₀ w hm.ne'
  rw [eq_div_iff hD]
  constructor
  · intro h
    apply mul_left_cancel₀ hm.ne'
    linear_combination (-1 / 2) * h + w' * s * ha
  · intro h
    linear_combination (-2 * m) * h + 2 * w' * s * ha
```

Here `w'` is an arbitrary real number: the recoil is on shell exactly when $w'=w/D$. After `generalize`, the variable `s` is $1-\cos\theta$ and only `hc`, $s\ge0$, is remembered. The tactic `positivity` proves `hD`, $D\neq0$, from `hc`, `hm` and `hw`, and `eq_div_iff hD` replaces $w'=w/D$ by $w'D=w$.

The two `linear_combination` calls show a device that can be reused. The `ring` normaliser behind the tactic does not cancel $m$ against $1/m$, because it knows nothing of $m\neq0$. The cancellation is therefore proved once, as `ha : w / m * m = w`, and added with an explicit coefficient. Forwards the goal is first multiplied by $m$ through `mul_left_cancel₀`, and it becomes $m\,w'D=mw$. The term `(-1 / 2) * h` contributes $mw'-mw+ww's=0$, and `w' * s * ha` trades $ww's$ for $m(w/m)w's$. Backwards the combination is $-2m$ times $w'D=w$, with the same trade.

```lean
/-- With an on-shell recoil, `w / (1 + 2w/m) ≤ w' ≤ w`, and the recoil energy is at
least `m`. -/
theorem compton_bounds {m w w' : ℝ} (hm : 0 < m) (hw : 0 < w) {n n' : V}
    (hn : ‖n‖ = 1) (hn' : ‖n'‖ = 1) (h : OnShell m (recoil m w w' n n')) :
    w / (1 + 2 * w / m) ≤ w' ∧ w' ≤ w ∧ m ≤ (recoil m w w' n n').1 := by
  have e := (onShell_iff_comptonEnergy w' hm hw hn hn').mp h
  rw [comptonEnergy] at e
  -- 0 ≤ 1 - cos θ ≤ 2
  have h0 : 0 ≤ 1 - Real.cos (angle n n') := sub_nonneg.mpr (Real.cos_le_one _)
  have h2 : 1 - Real.cos (angle n n') ≤ 2 := by linarith [Real.neg_one_le_cos (angle n n')]
  generalize 1 - Real.cos (angle n n') = s at e h0 h2
  have ha : 0 < w / m := div_pos hw hm
  have has : 0 ≤ w / m * s := mul_nonneg ha.le h0
  have hup : w' ≤ w := by
    rw [e]
    exact div_le_self hw.le (by linarith)
  refine ⟨?_, hup, ?_⟩
  · rw [e, mul_div_assoc]
    exact div_le_div_of_nonneg_left hw.le (by linarith) (by nlinarith)
  · change m ≤ m + w - w'
    linarith
```

With an on-shell recoil, $w/(1+2w/m)\le w'\le w$ and $m\le p'_0$. The facts `h0` and `h2` are $0\le s\le2$, `ha` is $w/m>0$, and `has` gives $D\ge1$. The upper bound is `div_le_self`: a non-negative number divided by at least one does not grow. The lower bound is `div_le_div_of_nonneg_left`, with `nlinarith` multiplying $s\le2$ by $w/m$; `mul_div_assoc` first regroups `2 * w / m`, which Lean reads as $(2w)/m$. In the last branch `change` exposes the recoil energy as `m + w - w'`.

The lower bound is positive, so $w'>0$ follows from the on-shell condition. The third conclusion settles the sign left open in `OnShell`: the equation $p'^2=m^2$ has a negative-energy branch, and for $m,w>0$ the recoil never lies on it.

Each sign matters. For $m=-4$, $w=1$, $\theta=\pi$ the value $w'=2$ gives the recoil $(-5,3n)$ of square $16=m^2$, so $w'>w$, on the negative branch. For $w=-1$, $m=2$, $\theta=\pi$ one finds $F=-2-2w'+2w'=-2$, and no $w'$ puts the recoil on shell. For $m=0$ Lean's convention $w/0=0$ makes `comptonEnergy` equal to $w$, while $w'=w=1$, $\theta=\pi/2$ gives $F=-1$, so the equivalence with the closed form would be false.

## The range of the angle

Step 7 passes from $\cos\theta=\pm1$ to a value of $\theta$, which needs $\theta\in[0,\pi]$. This is no extra hypothesis, since `angle n n'` is the unoriented angle between two vectors and lies in that interval.

```lean
/-- With an on-shell recoil, the photon keeps its energy exactly for `θ = 0`, and it has the
energy `w / (1 + 2w/m)` exactly for `θ = π`. -/
theorem compton_equality_cases {m w w' : ℝ} (hm : 0 < m) (hw : 0 < w) {n n' : V}
    (hn : ‖n‖ = 1) (hn' : ‖n'‖ = 1) (h : OnShell m (recoil m w w' n n')) :
    (w' = w ↔ angle n n' = 0) ∧ (w' = w / (1 + 2 * w / m) ↔ angle n n' = Real.pi) := by
  have e := (onShell_iff_comptonEnergy w' hm hw hn hn').mp h
  rw [comptonEnergy] at e
  have hθ : angle n n' ∈ Set.Icc 0 Real.pi := ⟨angle_nonneg _ _, angle_le_pi _ _⟩
  generalize angle n n' = θ at e hθ ⊢
  have h0 : 0 ≤ 1 - Real.cos θ := sub_nonneg.mpr (Real.cos_le_one _)
  have ha : 0 < w / m := div_pos hw hm
  have hD : 1 + w / m * (1 - Real.cos θ) ≠ 0 := by positivity
  have hD2 : 1 + 2 * (w / m) ≠ 0 := by positivity
  have hwa : w * (w / m) ≠ 0 := by positivity
  rw [e, mul_div_assoc]
  refine ⟨⟨fun h1 => ?_, fun h1 => ?_⟩, ⟨fun h1 => ?_, fun h1 => ?_⟩⟩
  · rw [div_eq_iff hD] at h1
    -- cos is injective on [0, π]
    apply Real.injOn_cos hθ ⟨le_refl _, Real.pi_pos.le⟩
    rw [Real.cos_zero]
    apply mul_left_cancel₀ hwa
    linear_combination h1
  · rw [h1, Real.cos_zero]
    simp
  · rw [div_eq_div_iff hD hD2] at h1
    apply Real.injOn_cos hθ ⟨Real.pi_pos.le, le_refl _⟩
    rw [Real.cos_pi]
    apply mul_left_cancel₀ hwa
    linear_combination h1
  · rw [h1, Real.cos_pi]
    congr 1
    ring
```

With an on-shell recoil, $w'=w$ holds exactly for forward scattering, and $w'=w/(1+2w/m)$ exactly for backscattering. The fact `hθ` records the range before the angle is replaced by a real variable. In the two forward implications the denominators are cleared, `Real.injOn_cos` reduces $\theta=0$ or $\theta=\pi$ to an equation between cosines, and that equation, multiplied by $w\cdot(w/m)$, is the cleared hypothesis `h1` rearranged. The factor is non-zero by `hwa`. The two converse implications substitute $\cos0=1$ and $\cos\pi=-1$.

An easy mistake is to state the theorem for a free real $\theta$ under the hypothesis $\langle n,n'\rangle=\cos\theta$. The formula and the bounds would survive, since they see only the cosine, but "$w'=w$ if and only if $\theta=0$" would be false at $\theta=2\pi$. The factor in `hwa` marks another use of $w\neq0$: for $w=0$ and $m>0$ the condition $F=0$ gives $w'=0=w$ at every angle.

## Every direction is allowed

The bounds and the equality cases assume an on-shell recoil. The last theorem supplies one for each pair of unit directions.

```lean
/-- For every pair of unit directions the Compton energy is positive and puts the recoil
momentum on shell. -/
theorem comptonEnergy_onShell {m w : ℝ} (hm : 0 < m) (hw : 0 < w) {n n' : V}
    (hn : ‖n‖ = 1) (hn' : ‖n'‖ = 1) :
    0 < comptonEnergy m w (angle n n') ∧
      OnShell m (recoil m w (comptonEnergy m w (angle n n')) n n') := by
  refine ⟨?_, (onShell_iff_comptonEnergy _ hm hw hn hn').mpr rfl⟩
  have h0 : 0 ≤ 1 - Real.cos (angle n n') := sub_nonneg.mpr (Real.cos_le_one _)
  have has : 0 ≤ w / m * (1 - Real.cos (angle n n')) := mul_nonneg (div_pos hw hm).le h0
  exact div_pos hw (by linarith)

end

end ComptonKinematics
```

```lean
#print axioms ComptonKinematics.onShell_iff_comptonEnergy
-- 'ComptonKinematics.onShell_iff_comptonEnergy' depends on axioms: [propext, Classical.choice, Quot.sound]
#print axioms ComptonKinematics.compton_bounds
-- 'ComptonKinematics.compton_bounds' depends on axioms: [propext, Classical.choice, Quot.sound]
#print axioms ComptonKinematics.compton_equality_cases
-- 'ComptonKinematics.compton_equality_cases' depends on axioms: [propext, Classical.choice, Quot.sound]
#print axioms ComptonKinematics.comptonEnergy_onShell
-- 'ComptonKinematics.comptonEnergy_onShell' depends on axioms: [propext, Classical.choice, Quot.sound]
```

For $m,w>0$ the energy $w/D$ is positive and puts the recoil on shell. The second part is the backward direction of `onShell_iff_comptonEnergy` applied to `rfl`, and the first is `div_pos` with $D\ge1$. Kinematics therefore forbids no scattering direction for a massive target at rest, and the choices $n'=n$ and $n'=-n$, of angle $0$ and $\pi$, are the cases to which the equality statements refer.

## Use in a calculation

The content is kinematic. No amplitude, polarisation or cross-section appears, so nothing is said about how often an angle occurs; the Klein–Nishina cross-section for a free electron at rest takes the ratio $w'/w$ fixed here as an input. With $\hbar=1$ and wavelengths $\lambda=2\pi/w$, $\lambda'=2\pi/w'$, the formula is the familiar shift $\lambda'-\lambda=(2\pi/m)(1-\cos\theta)$.

In a Monte Carlo photon-transport step that treats the electron as free and at rest, only one of $w'$ and $\theta$ may be drawn at random. With $\kappa=w/m$ and $\epsilon=w'/w$, the bounds give the sampling interval $1/(1+2\kappa)\le\epsilon\le1$, and multiplying the formula by $w$ gives $1/\epsilon-1=\kappa s$, so the angle is recovered from $\cos\theta=1-(1-\epsilon)/(\kappa\epsilon)$. The electron receives kinetic energy $p'_0-m=w(1-\epsilon)$, at most $2\kappa w/(1+2\kappa)$. For $\kappa=1$ and $\epsilon=2/3$ this gives $\cos\theta=1/2$ and a transfer of $w/3$, against a maximum of $2w/3$. An electron bound in an atom is neither free nor at rest, and $w'$ at a fixed angle then spreads over a range that this model does not describe.
